# Sawtooth thermopower of a metallic island in the single-transition model

Let $t=k_BT>0$, measure energies from the chemical potential, and write $f(E)=1/(e^{E/t}+1)$. An electron leaves an occupied lead state at energy $E$, pays an energy cost $D$, and enters an empty island state at $E-D$. The weight of this process is $w(E)=f(E)\,(1-f(E-D))$, and

$$\int w\,dE=\frac{D}{e^{D/t}-1}\quad(D\neq0),\qquad \int E\,w\,dE=\frac D2\int w\,dE .$$

The thermopower $S$, in units of $k_B/e$ and up to the carrier sign, is taken to be the mean transferred energy divided by $t$. Hence $S=D/(2t)$ for every real $D$. For an island with charging scale $U=e^2/C>0$, where $C$ is its total capacitance, and gate charge $x$ (in units of $e$, counted from a degeneracy point and taken positive when it repels electrons), set $D=U(x-\mathrm{round}\,x)$. Then $S$ has period one in $x$, is linear between consecutive half-integers, and satisfies $|S|\le U/(4t)$, with equality at $x=1/2$.

## Rate, mean energy and sawtooth by hand

**Particle-hole symmetry.** Multiplying numerator and denominator by $e^{-E/t}$ gives
$$1-f(E)=\frac{e^{E/t}}{e^{E/t}+1}=\frac1{1+e^{-E/t}}=f(-E),$$
so $w(E)=f(E)f(D-E)>0$.

**Detailed balance.** Put $a=e^{D/t}$ and $b=e^{(E-D)/t}$, so that $e^{E/t}=ab$. Then
$$f(E-D)-f(E)=\frac1{b+1}-\frac1{ab+1}=\frac{(a-1)\,b}{(b+1)(ab+1)}=(a-1)\,w(E).$$
The left side is the weight $f(E-D)(1-f(E))$ of the reverse process minus $w(E)$, so the reverse weight is $e^{D/t}\,w(E)$, which is the usual form of detailed balance.

**Convergence.** We have $f\le1$ and $f(E)\le e^{-E/t}$. For $E\ge0$ this gives $w\le e^{-|E|/t}$. For $E\le0$ it gives $w\le f(D-E)\le e^{-D/t}e^{-|E|/t}$. Both integrals therefore converge.

**The rate.** The function $L(E)=t\ln(1+e^{-E/t})$ has derivative $-f(E)$, so $L(E)-L(E-D)$ is an antiderivative of $f(E-D)-f(E)$. It tends to $0$ as $E\to\infty$. Since $L(E)=-E+L(-E)$,
$$L(E)-L(E-D)=-D+L(-E)-L(D-E)\to-D\qquad(E\to-\infty).$$
Thus $\int(f(E-D)-f(E))\,dE=D$. For $D\ne0$, division by $a-1\neq0$ gives the first formula.

**The mean energy.** The product $f(E)f(D-E)$ is unchanged by $E\to D-E$. Substituting,
$$\int E\,w\,dE=\int(D-E)\,w\,dE=D\int w\,dE-\int E\,w\,dE,$$
which is the second formula. Because $\int w\,dE>0$, we may divide: $S=\int E\,w\,dE\,/\,(t\int w\,dE)=D/(2t)$.

**The island.** Replacing $x$ by $x+1$ raises $\mathrm{round}\,x$ by one and leaves $D$ unchanged. Since $|x-\mathrm{round}\,x|\le1/2$, we have $|D|\le U/2$ and $|S|\le U/(4t)$. With halves rounded up, $x=1/2$ gives $D=-U/2$ and equality.

**The case $D=0$.** The rate formula needs $D\ne0$. At $D=0$ the weight is $f(1-f)=-t f'$, whose integral is $t>0$, while the right-hand side becomes $0/0$, which Lean evaluates to $0$. The formula for $S$ survives, so integer $x$ is allowed.

## Definitions of the model

```lean
import Mathlib

open MeasureTheory Filter Topology

namespace MetallicIslandThermopower

noncomputable section
```

Energies, $t$, $D$, $U$ and $x$ are all real numbers, and integrals run over the whole real line, which amounts to infinitely wide bands.

```lean
/-- Fermi function at thermal energy `t`, with energies measured from the chemical potential. -/
def fermi (t E : ℝ) : ℝ := 1 / (Real.exp (E / t) + 1)
```

The next definition uses one temperature for lead and island, a continuum of island levels, and tunnelling amplitudes and densities of states that do not depend on energy. The tunnel resistance is a common prefactor and is left out.

```lean
/-- Weight for an electron to leave an occupied state at energy `E` and enter an empty state
at energy `E - D`. -/
def window (t D E : ℝ) : ℝ := fermi t E * (1 - fermi t (E - D))
```

The thermopower is defined as a ratio of moments and is not derived from a rate equation. The mean energy stands for the heat carried per electron. By an Onsager relation, the heat per unit charge divided by the temperature is the thermopower.

```lean
/-- Mean energy of the transferred electrons divided by the thermal energy `t`: the thermopower
in units of `k_B / e`, up to the sign of the carrier charge. -/
def thermopower (t D : ℝ) : ℝ := (∫ E, E * window t D E) / (t * ∫ E, window t D E)
```

In `gap`, integer $x$ are the degeneracy points, where adding an electron costs nothing. The rounding selects the nearest one, so only a single charge transition is kept.

```lean
/-- Energy cost of adding an electron at the charge transition nearest to gate charge `x`, for
charging scale `U`. Degeneracy points are the integers, and `x` is counted positive in the direction
that repels electrons. -/
def gap (U x : ℝ) : ℝ := U * (x - round x)
```

## Symmetry and detailed balance

`one_sub_fermi` is the particle-hole identity. After clearing denominators, what remains is $e^{E/t}e^{-E/t}=1$, stored as `hab`.

```lean
/-- Particle-hole symmetry: the probability of a hole at `E` is that of an electron at `-E`. -/
theorem one_sub_fermi (t E : ℝ) : 1 - fermi t E = fermi t (-E) := by
  have hab : Real.exp (E / t) * Real.exp (-E / t) = 1 := by
    rw [← Real.exp_add, show E / t + -E / t = 0 by ring, Real.exp_zero]
  have ha : Real.exp (E / t) + 1 ≠ 0 := by positivity
  have hb : Real.exp (-E / t) + 1 ≠ 0 := by positivity
  have h1 : 1 - 1 / (Real.exp (E / t) + 1) = Real.exp (E / t) / (Real.exp (E / t) + 1) := by
    rw [eq_div_iff ha, sub_mul, div_mul_cancel₀ _ ha]
    ring
  unfold fermi
  rw [h1, div_eq_div_iff ha hb]
  linear_combination hab
```

Rewriting the hole factor turns the weight into a product of two positive functions.

```lean
/-- The tunnelling weight is strictly positive at every energy. -/
theorem window_pos (t D E : ℝ) : 0 < window t D E := by
  unfold window
  rw [one_sub_fermi]
  unfold fermi
  positivity
```

For detailed balance the proof names the exponentials `a` and `b`, as above, and leaves the rational identity to `field_simp` and `ring`.

```lean
/-- The difference of the two Fermi functions is `exp (D / t) - 1` times the tunnelling weight. -/
theorem detailed_balance (t D E : ℝ) :
    (Real.exp (D / t) - 1) * window t D E = fermi t (E - D) - fermi t E := by
  have h : Real.exp (E / t) = Real.exp (D / t) * Real.exp ((E - D) / t) := by
    rw [← Real.exp_add]
    congr 1
    ring
  unfold window fermi
  rw [h]
  have h1 : Real.exp (D / t) * Real.exp ((E - D) / t) + 1 ≠ 0 := by positivity
  have h2 : Real.exp ((E - D) / t) + 1 ≠ 0 := by positivity
  generalize Real.exp (D / t) = a at *
  generalize Real.exp ((E - D) / t) = b at *
  field_simp
  ring
```

## Convergence of both moments

The statement concerns $w$ and $E\,w$ together. `tail` is the two-sided exponential bound, split by the sign of $E$. `poly` sets $u=|E|/t$ and uses $u\le e^u$, $u^2\le2e^u$ and $u^3\le6e^u$. Together they bound $(1+|E|)\,w(E)$ by a constant times $1/(1+E^2)$, which is integrable.

```lean
/-- The tunnelling weight and its first energy moment are both integrable. -/
theorem window_integrable {t : ℝ} (ht : 0 < t) (D : ℝ) :
    Integrable (window t D) ∧ Integrable (fun E => E * window t D E) := by
  have f0 : ∀ E, 0 ≤ fermi t E := fun E => by unfold fermi; positivity
  have f1 : ∀ E, fermi t E ≤ 1 := fun E => by linarith [one_sub_fermi t E, f0 (-E)]
  have fe : ∀ E, fermi t E ≤ Real.exp (-(E / t)) := fun E => by
    rw [Real.exp_neg, ← one_div]
    exact one_div_le_one_div_of_le (Real.exp_pos _) (by linarith)
  -- exponential tails on both sides
  have tail : ∀ E, window t D E ≤ (1 + Real.exp (-(D / t))) * Real.exp (-(|E| / t)) := by
    intro E
    have p1 := Real.exp_pos (-(|E| / t))
    have p2 := mul_pos (Real.exp_pos (-(D / t))) p1
    unfold window
    rw [one_sub_fermi]
    rcases le_total 0 E with h | h
    · have h1 := fe E
      have h2 := mul_le_mul_of_nonneg_left (f1 (-(E - D))) (f0 E)
      rw [abs_of_nonneg h] at *
      linarith
    · have h1 := fe (-(E - D))
      have h2 := mul_le_mul_of_nonneg_right (f1 E) (f0 (-(E - D)))
      rw [show -(-(E - D) / t) = -(D / t) + -(-E / t) by ring, Real.exp_add] at h1
      rw [abs_of_nonpos h] at *
      linarith
  -- the exponential keeps this cubic expression in `|E|` bounded
  have poly : ∀ E : ℝ, (1 + |E|) * (1 + E ^ 2) * Real.exp (-(|E| / t))
      ≤ 1 + t + 2 * t ^ 2 + 6 * t ^ 3 := by
    intro E
    have hu : 0 ≤ |E| / t := by positivity
    have hE : |E| = t * (|E| / t) := by rw [mul_div_cancel₀ _ ht.ne']
    have hE2 : E ^ 2 = t ^ 2 * (|E| / t) ^ 2 := by
      rw [← mul_pow, ← hE, sq_abs]
    rw [Real.exp_neg, ← div_eq_mul_inv, div_le_iff₀ (Real.exp_pos _), hE2]
    have h0 := Real.one_le_exp hu
    have h1 := Real.add_one_le_exp (|E| / t)
    have h2 := Real.pow_div_factorial_le_exp (|E| / t) hu 2
    have h3 := Real.pow_div_factorial_le_exp (|E| / t) hu 3
    rw [show ((Nat.factorial 2 : ℕ) : ℝ) = 2 by norm_num [Nat.factorial]] at h2
    rw [show ((Nat.factorial 3 : ℕ) : ℝ) = 6 by norm_num [Nat.factorial]] at h3
    have e : 1 + |E| = 1 + t * (|E| / t) := by rw [← hE]
    rw [e]
    generalize |E| / t = u at *
    have k1 := mul_le_mul_of_nonneg_left (show u ≤ Real.exp u by linarith) ht.le
    have k2 := mul_le_mul_of_nonneg_left h2 (pow_pos ht 2).le
    have k3 := mul_le_mul_of_nonneg_left h3 (pow_pos ht 3).le
    linarith
  have bound : ∀ E, (1 + |E|) * window t D E ≤ (1 + Real.exp (-(D / t))) *
      (1 + t + 2 * t ^ 2 + 6 * t ^ 3) * (1 + E ^ 2)⁻¹ := by
    intro E
    rw [← div_eq_mul_inv, le_div_iff₀ (by positivity)]
    have a1 := mul_le_mul_of_nonneg_left (tail E)
      (show 0 ≤ (1 + |E|) * (1 + E ^ 2) by positivity)
    have a2 := mul_le_mul_of_nonneg_left (poly E)
      (show 0 ≤ 1 + Real.exp (-(D / t)) by positivity)
    linarith
  have cf : Continuous (fermi t) :=
    Continuous.div continuous_const (by fun_prop) (fun E => by positivity)
  have cw : Continuous (window t D) :=
    cf.mul (continuous_const.sub (cf.comp (continuous_id.sub continuous_const)))
  have hg := integrable_inv_one_add_sq.const_mul
    ((1 + Real.exp (-(D / t))) * (1 + t + 2 * t ^ 2 + 6 * t ^ 3))
  constructor
  · refine hg.mono' cw.aestronglyMeasurable (Eventually.of_forall fun E => ?_)
    rw [Real.norm_eq_abs, abs_of_pos (window_pos t D E)]
    linarith [bound E, mul_nonneg (abs_nonneg E) (window_pos t D E).le]
  · refine hg.mono' (continuous_id.mul cw).aestronglyMeasurable
      (Eventually.of_forall fun E => ?_)
    rw [Real.norm_eq_abs, abs_mul, abs_of_pos (window_pos t D E)]
    linarith [bound E, window_pos t D E]
```

## The area between two shifted Fermi functions

Here `dL` is the derivative of $L$, `reflect` is $L(E)=-E+L(-E)$, and `top` and `bot` are the two limits. Integrability of the difference comes from detailed balance and the preceding theorem. The fundamental theorem of calculus on the line then gives $D$.

```lean
/-- Two Fermi functions displaced by `D` enclose the signed area `D`. -/
theorem integral_fermi_shift {t : ℝ} (ht : 0 < t) (D : ℝ) :
    ∫ E, (fermi t (E - D) - fermi t E) = D := by
  -- `L` is an antiderivative of minus the Fermi function
  let L : ℝ → ℝ := fun E => t * Real.log (1 + Real.exp (-(E / t)))
  have dL : ∀ E, HasDerivAt L (-fermi t E) E := by
    intro E
    have h1 := ((hasDerivAt_id' E).div_const t).fun_neg.exp
    have h2 := ((h1.const_add 1).log (by positivity)).const_mul t
    refine h2.congr_deriv ?_
    have hab : Real.exp (E / t) * Real.exp (-(E / t)) = 1 := by
      rw [← Real.exp_add, add_neg_cancel, Real.exp_zero]
    have e1 : fermi t E = Real.exp (-(E / t)) / (1 + Real.exp (-(E / t))) := by
      unfold fermi
      rw [div_eq_div_iff (by positivity) (by positivity)]
      linear_combination -hab
    rw [e1]
    have hb : 1 + Real.exp (-(E / t)) ≠ 0 := by positivity
    generalize Real.exp (-(E / t)) = b at *
    field_simp
  have reflect : ∀ E, L E = -E + L (-E) := by
    intro E
    have h : 1 + Real.exp (-(E / t)) =
        Real.exp (-(E / t)) * (1 + Real.exp (-(-E / t))) := by
      rw [mul_add, ← Real.exp_add, show -(E / t) + -(-E / t) = 0 by ring, Real.exp_zero]
      ring
    change t * Real.log (1 + Real.exp (-(E / t))) =
      -E + t * Real.log (1 + Real.exp (-(-E / t)))
    rw [h, Real.log_mul (by positivity) (by positivity), Real.log_exp, mul_add,
      mul_neg, mul_div_cancel₀ _ ht.ne']
  have lim : Tendsto L atTop (𝓝 0) := by
    have h1 : Tendsto (fun E : ℝ => Real.exp (-(E / t))) atTop (𝓝 0) :=
      Real.tendsto_exp_neg_atTop_nhds_zero.comp (tendsto_id.atTop_div_const ht)
    have h2 := ((h1.const_add 1).log (by norm_num)).const_mul t
    have e : t * Real.log (1 + 0) = 0 := by simp
    rw [e] at h2
    exact h2
  have s1 : Tendsto (fun E : ℝ => E - D) atTop atTop :=
    tendsto_atTop.2 fun b => (eventually_ge_atTop (b + D)).mono
      fun E (h : b + D ≤ E) => by show b ≤ E - D; linarith
  have s2 : Tendsto (fun E : ℝ => D - E) atBot atTop :=
    tendsto_atTop.2 fun b => (eventually_le_atBot (D - b)).mono
      fun E (h : E ≤ D - b) => by show b ≤ D - E; linarith
  have top : Tendsto (fun E => L E - L (E - D)) atTop (𝓝 (0 - 0)) := lim.sub (lim.comp s1)
  have bot : Tendsto (fun E => L E - L (E - D)) atBot (𝓝 (-D + (0 - 0))) := by
    have h := ((lim.comp tendsto_neg_atBot_atTop).sub (lim.comp s2)).const_add (-D)
    refine h.congr fun E => ?_
    have h1 := reflect E
    have h2 := reflect (E - D)
    rw [neg_sub] at h2
    change -D + (L (-E) - L (D - E)) = L E - L (E - D)
    linarith
  have hd : ∀ E, HasDerivAt (fun E => L E - L (E - D)) (fermi t (E - D) - fermi t E) E :=
    fun E => ((dL E).fun_sub ((dL (E - D)).comp_sub_const E D)).congr_deriv (by ring)
  have hi : Integrable (fun E => fermi t (E - D) - fermi t E) :=
    ((window_integrable ht D).1.const_mul (Real.exp (D / t) - 1)).congr
      (Eventually.of_forall fun E => detailed_balance t D E)
  exact (integral_of_hasDerivAt_of_tendsto hd hi bot top).trans (by ring)
```

The rate follows by moving the constant $e^{D/t}-1$ inside the integral. The hypothesis `hD` ensures that this constant is nonzero.

```lean
/-- The energy-integrated tunnelling weight at a nonzero energy cost `D`. -/
theorem integral_window {t D : ℝ} (ht : 0 < t) (hD : D ≠ 0) :
    ∫ E, window t D E = D / (Real.exp (D / t) - 1) := by
  have hne : Real.exp (D / t) - 1 ≠ 0 :=
    sub_ne_zero.2 fun h => div_ne_zero hD ht.ne' ((Real.exp_eq_one_iff _).1 h)
  rw [eq_div_iff hne, mul_comm]
  calc (Real.exp (D / t) - 1) * ∫ E, window t D E
      = ∫ E, (Real.exp (D / t) - 1) * window t D E := (integral_const_mul _ _).symm
    _ = ∫ E, (fermi t (E - D) - fermi t E) := by simp only [detailed_balance]
    _ = D := integral_fermi_shift ht D
```

For energy-independent tunnelling in the sequential regime, multiplying this by $1/(e^2R)$, with $R$ the tunnel resistance, gives the rate for one electron to tunnel at energy cost $D\neq0$.

## Mean energy and thermopower

`symm` is the reflection symmetry about $D/2$. The substitution $E\to D-E$ and linearity give two expressions for the same integral, and `linarith` solves for the first moment.

```lean
/-- The first energy moment of the tunnelling weight is `D / 2` times its integral. -/
theorem integral_energy_window {t : ℝ} (ht : 0 < t) (D : ℝ) :
    ∫ E, E * window t D E = D / 2 * ∫ E, window t D E := by
  -- the weight is symmetric about the energy `D / 2`
  have symm : ∀ E, window t D (D - E) = window t D E := by
    intro E
    unfold window
    rw [one_sub_fermi, one_sub_fermi, show -(D - E - D) = E by ring,
      show -(E - D) = D - E by ring, mul_comm]
  have hi := window_integrable ht D
  have h : ∫ E, (D - E) * window t D (D - E) = ∫ E, E * window t D E :=
    integral_sub_left_eq_self (fun E => E * window t D E) volume D
  have h2 : ∫ E, (D - E) * window t D (D - E) =
      D * (∫ E, window t D E) - ∫ E, E * window t D E := by
    simp only [symm, sub_mul]
    rw [integral_sub (hi.1.const_mul D) hi.2, integral_const_mul]
  linarith
```

`hpos` shows that the total weight is positive, since the integrand is positive everywhere. It then cancels from the quotient for every real $D$.

```lean
/-- The thermopower equals the energy cost `D` divided by twice the thermal energy. -/
theorem thermopower_eq {t : ℝ} (ht : 0 < t) (D : ℝ) : thermopower t D = D / (2 * t) := by
  have hpos : 0 < ∫ E, window t D E := by
    refine (integral_pos_iff_support_of_nonneg (fun E => (window_pos t D E).le)
      (window_integrable ht D).1).2 ?_
    have hs : Function.support (window t D) = Set.univ :=
      Set.eq_univ_of_forall fun E => (window_pos t D E).ne'
    rw [hs]
    simp
  unfold thermopower
  rw [integral_energy_window ht D,
    div_eq_div_iff (mul_ne_zero ht.ne' hpos.ne') (by positivity)]
  ring
```

## The sawtooth in the gate charge

On the branch $n-\tfrac12\le x<n+\tfrac12$ the nearest integer is $n$, and the thermopower is a straight line of slope $U/(2t)$ through zero at $x=n$. This holds for any real $U$.

```lean
/-- Between consecutive half-integer gate charges the thermopower is linear in the gate charge,
with slope `U / (2 t)`. -/
theorem thermopower_branch {t : ℝ} (ht : 0 < t) (U x : ℝ) (n : ℤ)
    (h1 : (n : ℝ) - 1 / 2 ≤ x) (h2 : x < n + 1 / 2) :
    thermopower t (gap U x) = U / (2 * t) * (x - n) := by
  have hr : round x = n := by
    rw [round_eq, Int.floor_eq_iff]
    constructor <;> linarith
  rw [thermopower_eq ht, gap, hr]
  ring
```

The last theorem collects the period, the bound and its attainment. The three parts use `round_add_one`, `abs_sub_round` and the branch formula with $n=1$.

```lean
/-- In the single-transition model the thermopower has period one in the gate charge and magnitude
at most `U / (4 t)`, a bound attained at gate charge one half. -/
theorem metallic_island_sawtooth {t U : ℝ} (ht : 0 < t) (hU : 0 < U) :
    (∀ x, thermopower t (gap U (x + 1)) = thermopower t (gap U x)) ∧
    (∀ x, |thermopower t (gap U x)| ≤ U / (4 * t)) ∧
    |thermopower t (gap U (1 / 2))| = U / (4 * t) := by
  refine ⟨fun x => ?_, fun x => ?_, ?_⟩
  · have h : gap U (x + 1) = gap U x := by
      unfold gap
      rw [round_add_one]
      push_cast
      ring
    rw [h]
  · -- the distance to the nearest integer is at most one half
    rw [thermopower_eq ht, gap, abs_div, abs_mul, abs_of_pos hU,
      abs_of_pos (show 0 < 2 * t by positivity),
      div_le_div_iff₀ (by positivity) (by positivity)]
    have h := mul_le_mul_of_nonneg_left (abs_sub_round x) (mul_pos hU ht).le
    linarith
  · rw [thermopower_branch ht U (1 / 2) 1 (by norm_num) (by norm_num)]
    have e : U / (2 * t) * (1 / 2 - ((1 : ℤ) : ℝ)) = -(U / (4 * t)) := by
      push_cast
      ring
    rw [e, abs_neg, abs_of_pos (by positivity)]

end

end MetallicIslandThermopower
```

The theorem holds at any $t>0$, but keeping one transition is physically reasonable only for $t\ll U$. Near half-integer $x$ the two neighbouring transitions compete in a real island and smooth the jump. At $x=1/2$ itself they contribute equally to the conductance, once the occupation of the charge states is included, and have opposite mean energies, so their contributions to the thermopower cancel, and the extremal value found there is a product of the rounding. Cotunnelling, also absent here, alters the line shape at low temperature.

```lean
#print axioms MetallicIslandThermopower.integral_window
-- 'MetallicIslandThermopower.integral_window' depends on axioms: [propext, Classical.choice, Quot.sound]
#print axioms MetallicIslandThermopower.metallic_island_sawtooth
-- 'MetallicIslandThermopower.metallic_island_sawtooth' depends on axioms: [propext, Classical.choice, Quot.sound]
```
